# Replacing $S^{-1}$ by $2-S$ never lowers the orbital energy when $H$ has no positive expectation value

## Shifting the Hamiltonian before the minimization

An orbital minimization calculation can start by subtracting a constant $\eta$ from the diagonal of the Hamiltonian matrix, large enough that no eigenvalue remains positive. The orbitals are then varied freely, with no orthogonalization and no inverse of their overlap matrix. The shift makes this safe: with it, the energy expression without the inverse cannot fall below the energy that the same orbitals have when their overlap is treated exactly.

Let $C$ be a real $n\times N$ matrix whose columns are $N$ orbitals, expanded in $n$ orthonormal basis functions. Let $S=C^{T}C$ be their overlap matrix and $H$ the $n\times n$ one-particle Hamiltonian, already shifted. For linearly independent orbitals the two energies are

$$E[C]=\operatorname{tr}(S^{-1}C^{T}HC),\qquad \Omega[C]=\operatorname{tr}\big((2-S)\,C^{T}HC\big),$$

where $2$ stands for twice the identity matrix. The factor $2-S$ is the expansion of $S^{-1}$ around $S=1$ to first order. The shift lowers $E$ by $\eta N$, which is added back at the end.

For linear-scaling electronic structure with non-interacting electrons in a finite basis, the result means that an unconstrained minimization of $\Omega$ over linearly independent orbitals cannot undershoot the lowest energy of $N$ orthonormal orbitals.

## What is claimed, and for which matrices

In the Lean file, `overlap C` is $S$, `exactEnergy H C` is $E[C]$ and `orbitalEnergy H C` is $\Omega[C]$. The finite types `n` and `N` label basis functions and orbitals. Two hypotheses carry the physics:

- `IsUnit (overlap C).det` says that $S$ is invertible, so the orbitals are linearly independent.
- `∀ x : n → ℝ, x ⬝ᵥ H *ᵥ x ≤ 0` says that $x^{T}Hx\le 0$ for every real vector $x$. This is the condition that the shift establishes: no state lies above the zero of energy.

Symmetry of $H$ is not assumed, because the argument uses only these expectation values.

Under both hypotheses, $E[C]\le\Omega[C]$. The energies agree when $S=1$, and if $x^{T}Hx<0$ for every nonzero $x$, they agree only then. There is also a square matrix $X$ such that the orbitals $CX$ are orthonormal and have energy at most $\Omega[C]$. Finally, if some orthonormal set has positive total energy, $\Omega$ has no lower bound.

The matrices are real and finite, the basis is orthonormal, and spin factors are left out. Localization constraints on the orbitals, local minima and the convergence of a minimizer are not treated.

## The gap as a sum over columns

Compare the density matrix built with the inverse overlap to the one built without it:

$$D=CS^{-1}C^{T}-CC^{T}=CRC^{T},\qquad R=S^{-1}-1.$$

The first term is the projector onto the space spanned by the orbitals. Write $K=C^{T}HC$. Cyclicity of the trace gives

$$\operatorname{tr}(DHD)=\operatorname{tr}(CRKRC^{T})=\operatorname{tr}(RKRS)=\operatorname{tr}(RSRK).$$

The product in front of $K$ is

$$RSR=(S^{-1}-1)S(S^{-1}-1)=(1-S)(S^{-1}-1)=S^{-1}-2+S=S^{-1}-(2-S).$$

Hence, with no condition on $H$,

$$\Omega[C]=E[C]-\operatorname{tr}(DHD).$$

Since $S$ is symmetric, so are $S^{-1}$ and $D$. Let $d_i$ be column $i$ of $D$, with entries $D_{ki}$. Then

$$\operatorname{tr}(DHD)=\operatorname{tr}(D^{T}HD)=\sum_i d_i^{T}Hd_i\le 0,$$

and therefore $\Omega[C]\ge E[C]$.

## When the two energies agree

If $S=1$, then $2-S=1=S^{-1}$ and the energies coincide. Conversely, suppose they coincide and $x^{T}Hx<0$ for all $x\neq0$. The sum above is then zero while none of its terms is positive, so every term vanishes, every $d_i$ is zero, and $D=0$. Multiplying by the orbitals from both sides gives

$$0=C^{T}DC=SS^{-1}S-S^2=S-S^2,$$

and multiplication by $S^{-1}$ yields $S=1$. The strict sign is needed here: for $H=0$ both energies vanish whatever the overlap.

## Orthonormal orbitals below the functional

The matrix $S^{-1}$ is positive semidefinite, so it can be factored as $S^{-1}=B^{T}B$ with $B$ square. Take $X=B^{T}$. From $B^{T}(BS)=1$ it follows that $(BS)B^{T}=1$, because a one-sided inverse of a square matrix is two-sided. This is the overlap of the new orbitals:

$$(CB^{T})^{T}(CB^{T})=BSB^{T}=1.$$

Their energy is

$$\operatorname{tr}(BKB^{T})=\operatorname{tr}(B^{T}BK)=E[C]\le\Omega[C].$$

Every value of $\Omega$ at linearly independent orbitals thus lies at or above the energy of some orthonormal set.

## What a missing shift does

Let $C$ be orthonormal with total energy $W=\operatorname{tr}(C^{T}HC)$, and multiply all orbitals by a real number $t$. The overlap becomes $t^2\cdot 1$, and

$$\Omega[tC]=(2-t^2)\,t^2\,W.$$

If $W>0$, this tends to $-\infty$ as $t$ grows. To get below a given value $M$, take $t=2+q$ with $q=|M|/W$. Then

$$(2-t^2)t^2+t=-(q^4+8q^3+22q^2+23q+6)\le0,$$

so that $\Omega[tC]\le-tW=-2W-|M|<M$. A positive $W$ is sufficient for this, but not necessary. If one orbital $u$ of the orthonormal set has $h=u^{T}Hu>0$, multiplying that orbital alone by $t$ changes its contribution to $(2-t^2)t^2h$ and leaves the others as they were, so $\Omega$ again has no lower bound, whatever the sign of $W$. The Lean file proves only the case $W>0$.

## A single orbital

For $N=1$ write the orbital as $cu$ with $u$ a unit vector and $c\ne0$, and let $h=u^{T}Hu$. Then $S=c^2$, $E=h$ and $\Omega=(2-c^2)c^2h$, so

$$\Omega-E=-h\,(1-c^2)^2.$$

For $h<0$ the functional is a double well in $c$ with its minima at the normalized orbitals $c=\pm1$. For $h>0$ the curve is turned over: the normalized orbitals become maxima, and the functional falls without limit as $|c|$ grows.

## The Lean file

```lean
import Mathlib

open Matrix
open scoped MatrixOrder

namespace OrbitalMinimization

noncomputable section

variable {n N : Type*} [Fintype n] [Fintype N] [DecidableEq N]

/-- The overlap matrix `S = Cᵀ C` of the orbitals stored in the columns of `C`. -/
def overlap (C : Matrix n N ℝ) : Matrix N N ℝ := Cᵀ * C

/-- The energy of nonorthogonal orbitals with the inverse overlap, `tr (S⁻¹ Cᵀ H C)`. -/
def exactEnergy (H : Matrix n n ℝ) (C : Matrix n N ℝ) : ℝ :=
  trace ((overlap C)⁻¹ * (Cᵀ * H * C))

/-- The orbital minimization functional `tr ((2 - S) Cᵀ H C)`, free of any inverse. -/
def orbitalEnergy (H : Matrix n n ℝ) (C : Matrix n N ℝ) : ℝ :=
  trace ((2 - overlap C) * (Cᵀ * H * C))

/-- The density defect `C S⁻¹ Cᵀ - C Cᵀ`: the density matrix with the inverse overlap
minus the one without it. -/
def densityDefect (C : Matrix n N ℝ) : Matrix n n ℝ :=
  C * (overlap C)⁻¹ * Cᵀ - C * Cᵀ

/-- The density defect is a symmetric matrix. -/
theorem densityDefect_transpose (C : Matrix n N ℝ) :
    (densityDefect C)ᵀ = densityDefect C := by
  simp [densityDefect, overlap, Matrix.transpose_nonsing_inv, Matrix.mul_assoc]

/-- The trace `tr (Yᵀ H Y)` is the sum of `yᵀ H y` over the columns `y` of `Y`, which need not be
normalized. -/
theorem trace_eq_sum_expectation {m : Type*} [Fintype m]
    (H : Matrix n n ℝ) (Y : Matrix n m ℝ) :
    trace (Yᵀ * H * Y) = ∑ i, (fun k => Y k i) ⬝ᵥ H *ᵥ (fun k => Y k i) := by
  rw [Matrix.mul_assoc]
  simp only [Matrix.trace, Matrix.diag_apply, Matrix.mul_apply, Matrix.transpose_apply,
    dotProduct, Matrix.mulVec]

/-- For linearly independent orbitals, the orbital minimization functional equals the exact energy
minus `tr (D H D)`, where `D` is the density defect. -/
theorem orbitalEnergy_eq (H : Matrix n n ℝ) (C : Matrix n N ℝ)
    (hS : IsUnit (overlap C).det) :
    orbitalEnergy H C
      = exactEnergy H C - trace (densityDefect C * H * densityDefect C) := by
  have hTS : (overlap C)⁻¹ * overlap C = 1 := Matrix.nonsing_inv_mul _ hS
  have hST : overlap C * (overlap C)⁻¹ = 1 := Matrix.mul_nonsing_inv _ hS
  have hD : densityDefect C = C * ((overlap C)⁻¹ - 1) * Cᵀ := by
    simp only [densityDefect, Matrix.mul_sub, Matrix.sub_mul, Matrix.mul_one]
  -- the identity for `R S R`, where `R = S⁻¹ - 1`
  have hq : ((overlap C)⁻¹ - 1) * overlap C * ((overlap C)⁻¹ - 1)
      = (overlap C)⁻¹ - (2 - overlap C) := by
    rw [sub_mul, hTS, one_mul, mul_sub, sub_mul, hST, one_mul, mul_one,
      ← one_add_one_eq_two]
    abel
  -- cyclicity moves everything into the small orbital space
  have hcyc : trace (densityDefect C * H * densityDefect C)
      = trace (((overlap C)⁻¹ - 1) * overlap C * ((overlap C)⁻¹ - 1) * (Cᵀ * H * C)) := by
    rw [hD]
    generalize (overlap C)⁻¹ - 1 = R
    calc trace (C * R * Cᵀ * H * (C * R * Cᵀ))
        = trace (C * (R * (Cᵀ * H * C) * R * Cᵀ)) := by simp only [Matrix.mul_assoc]
      _ = trace ((R * (Cᵀ * H * C) * R * Cᵀ) * C) := Matrix.trace_mul_comm _ _
      _ = trace ((R * (Cᵀ * H * C)) * (R * (Cᵀ * C))) := by simp only [Matrix.mul_assoc]
      _ = trace ((R * (Cᵀ * C)) * (R * (Cᵀ * H * C))) := Matrix.trace_mul_comm _ _
      _ = trace (R * overlap C * R * (Cᵀ * H * C)) := by
        simp only [overlap, Matrix.mul_assoc]
  rw [hcyc, hq, Matrix.sub_mul, Matrix.trace_sub]
  unfold orbitalEnergy exactEnergy
  ring

/-- If no expectation value of `H` is positive, the functional without the inverse overlap
is never below the exact energy of the same linearly independent orbitals. -/
theorem exactEnergy_le_orbitalEnergy (H : Matrix n n ℝ) (C : Matrix n N ℝ)
    (hH : ∀ x : n → ℝ, x ⬝ᵥ H *ᵥ x ≤ 0) (hS : IsUnit (overlap C).det) :
    exactEnergy H C ≤ orbitalEnergy H C := by
  have h := trace_eq_sum_expectation H (densityDefect C)
  rw [densityDefect_transpose] at h
  have hle : trace (densityDefect C * H * densityDefect C) ≤ 0 := by
    rw [h]
    exact Finset.sum_nonpos fun i _ => hH _
  rw [orbitalEnergy_eq H C hS]
  linarith

/-- For orthonormal orbitals the two energies coincide. -/
theorem orbitalEnergy_eq_of_orthonormal (H : Matrix n n ℝ) (C : Matrix n N ℝ)
    (hC : overlap C = 1) : orbitalEnergy H C = exactEnergy H C := by
  have h2 : (2 : Matrix N N ℝ) - 1 = 1 := by
    rw [← one_add_one_eq_two]
    abel
  rw [orbitalEnergy, exactEnergy, hC, h2, inv_one]

/-- If all expectation values of `H` in nonzero states are negative, the two energies of linearly
independent orbitals coincide exactly when the orbitals are orthonormal. -/
theorem orbitalEnergy_eq_iff (H : Matrix n n ℝ) (C : Matrix n N ℝ)
    (hH : ∀ x : n → ℝ, x ≠ 0 → x ⬝ᵥ H *ᵥ x < 0) (hS : IsUnit (overlap C).det) :
    orbitalEnergy H C = exactEnergy H C ↔ overlap C = 1 := by
  refine ⟨fun heq => ?_, orbitalEnergy_eq_of_orthonormal H C⟩
  have hH' : ∀ x : n → ℝ, x ⬝ᵥ H *ᵥ x ≤ 0 := by
    intro x
    by_cases hx : x = 0
    · simp [hx]
    · exact (hH x hx).le
  have h := trace_eq_sum_expectation H (densityDefect C)
  rw [densityDefect_transpose] at h
  have h0 : trace (densityDefect C * H * densityDefect C) = 0 := by
    linarith [orbitalEnergy_eq H C hS]
  rw [h0] at h
  -- every column of the defect has zero energy, hence vanishes
  have hcol := (Finset.sum_eq_zero_iff_of_nonpos (fun i _ => hH' _)).mp h.symm
  have hD : densityDefect C = 0 := by
    ext k i
    by_contra hne
    have hx : (fun k => densityDefect C k i) ≠ 0 := fun h' => hne (congrFun h' k)
    exact absurd (hcol i (Finset.mem_univ i)) (hH _ hx).ne
  have hTS : (overlap C)⁻¹ * overlap C = 1 := Matrix.nonsing_inv_mul _ hS
  -- projecting the defect on the orbitals gives `S = S * S`
  have hSS : overlap C = overlap C * overlap C := by
    have h1 : Cᵀ * densityDefect C * C
        = overlap C * ((overlap C)⁻¹ * overlap C) - overlap C * overlap C := by
      unfold densityDefect
      generalize (overlap C)⁻¹ = T
      simp only [overlap, Matrix.mul_sub, Matrix.sub_mul, Matrix.mul_assoc]
    rw [hD, hTS, Matrix.mul_zero, Matrix.zero_mul, mul_one] at h1
    exact sub_eq_zero.mp h1.symm
  calc overlap C = (overlap C)⁻¹ * overlap C * overlap C := by rw [hTS, one_mul]
    _ = (overlap C)⁻¹ * (overlap C * overlap C) := mul_assoc _ _ _
    _ = 1 := by rw [← hSS, hTS]

/-- If no expectation value of `H` is positive, linearly independent orbitals can be recombined into
orthonormal ones whose energy does not exceed the orbital minimization functional of the original
set. -/
theorem exists_orthonormal_energy_le (H : Matrix n n ℝ) (C : Matrix n N ℝ)
    (hH : ∀ x : n → ℝ, x ⬝ᵥ H *ᵥ x ≤ 0) (hS : IsUnit (overlap C).det) :
    ∃ X : Matrix N N ℝ, overlap (C * X) = 1 ∧
      trace ((C * X)ᵀ * H * (C * X)) ≤ orbitalEnergy H C := by
  have hpos : (overlap C)⁻¹.PosSemidef := by
    have h := (Matrix.posSemidef_conjTranspose_mul_self C).inv
    rwa [Matrix.conjTranspose_eq_transpose_of_trivial] at h
  -- factor the inverse overlap
  obtain ⟨B, hB⟩ : ∃ B : Matrix N N ℝ, (overlap C)⁻¹ = Bᴴ * B :=
    CStarAlgebra.nonneg_iff_eq_star_mul_self.mp (Matrix.nonneg_iff_posSemidef.mpr hpos)
  rw [Matrix.conjTranspose_eq_transpose_of_trivial] at hB
  refine ⟨Bᵀ, ?_, ?_⟩
  · have h1 : Bᵀ * (B * overlap C) = 1 := by
      rw [← mul_assoc, ← hB, Matrix.nonsing_inv_mul _ hS]
    have h2 := mul_eq_one_comm.mp h1
    rw [← h2]
    simp only [overlap, Matrix.transpose_mul, Matrix.transpose_transpose, Matrix.mul_assoc]
  · refine le_trans (le_of_eq ?_) (exactEnergy_le_orbitalEnergy H C hH hS)
    calc trace ((C * Bᵀ)ᵀ * H * (C * Bᵀ))
        = trace ((B * (Cᵀ * H * C)) * Bᵀ) := by
          simp only [Matrix.transpose_mul, Matrix.transpose_transpose, Matrix.mul_assoc]
      _ = trace (Bᵀ * (B * (Cᵀ * H * C))) := Matrix.trace_mul_comm _ _
      _ = exactEnergy H C := by rw [exactEnergy, hB, Matrix.mul_assoc Bᵀ B]

/-- Rescaling orthonormal orbitals by `t` multiplies their energy in the functional by
`(2 - t²) t²`. -/
theorem orbitalEnergy_smul (H : Matrix n n ℝ) (C : Matrix n N ℝ) (hC : overlap C = 1)
    (t : ℝ) : orbitalEnergy H (t • C) = (2 - t ^ 2) * t ^ 2 * trace (Cᵀ * H * C) := by
  have h1 : overlap (t • C) = t ^ 2 • (1 : Matrix N N ℝ) := by
    rw [← hC]
    simp only [overlap, Matrix.transpose_smul, Matrix.smul_mul, Matrix.mul_smul,
      smul_smul, pow_two]
  have h2 : (t • C)ᵀ * H * (t • C) = t ^ 2 • (Cᵀ * H * C) := by
    simp only [Matrix.transpose_smul, Matrix.smul_mul, Matrix.mul_smul, smul_smul, pow_two]
  have h3 : (2 : Matrix N N ℝ) - t ^ 2 • 1 = (2 - t ^ 2) • 1 := by
    rw [sub_smul, two_smul, one_add_one_eq_two]
  rw [orbitalEnergy, h1, h2, h3, Matrix.smul_mul, Matrix.one_mul, Matrix.trace_smul,
    Matrix.trace_smul, smul_eq_mul, smul_eq_mul]
  ring

/-- If some orthonormal orbitals have positive total energy, rescaling them by a nonzero
factor brings the functional below any given value. -/
theorem orbitalEnergy_unbounded_below (H : Matrix n n ℝ) (C : Matrix n N ℝ)
    (hC : overlap C = 1) (hW : 0 < trace (Cᵀ * H * C)) (M : ℝ) :
    ∃ t : ℝ, t ≠ 0 ∧ orbitalEnergy H (t • C) < M := by
  have hq : 0 ≤ |M| / trace (Cᵀ * H * C) := by positivity
  have hqW : |M| / trace (Cᵀ * H * C) * trace (Cᵀ * H * C) = |M| :=
    div_mul_cancel₀ _ hW.ne'
  refine ⟨2 + |M| / trace (Cᵀ * H * C), by positivity, ?_⟩
  rw [orbitalEnergy_smul H C hC]
  generalize |M| / trace (Cᵀ * H * C) = q at hq hqW ⊢
  generalize trace (Cᵀ * H * C) = W at hW hqW ⊢
  -- the quartic term dominates the linear one
  have h1 : (2 - (2 + q) ^ 2) * (2 + q) ^ 2 ≤ -(2 + q) := by
    have : 0 ≤ q ^ 4 + 8 * q ^ 3 + 22 * q ^ 2 + 23 * q + 6 := by positivity
    nlinarith [this]
  have h2 := mul_le_mul_of_nonneg_right h1 hW.le
  have h3 : -(2 + q) * W = -(2 * W) - |M| := by rw [← hqW]; ring
  linarith [neg_abs_le M]

end

end OrbitalMinimization
```

```lean
#print axioms OrbitalMinimization.exactEnergy_le_orbitalEnergy
-- 'OrbitalMinimization.exactEnergy_le_orbitalEnergy' depends on axioms: [propext, Classical.choice, Quot.sound]
#print axioms OrbitalMinimization.orbitalEnergy_eq_iff
-- 'OrbitalMinimization.orbitalEnergy_eq_iff' depends on axioms: [propext, Classical.choice, Quot.sound]
#print axioms OrbitalMinimization.exists_orthonormal_energy_le
-- 'OrbitalMinimization.exists_orthonormal_energy_le' depends on axioms: [propext, Classical.choice, Quot.sound]
#print axioms OrbitalMinimization.orbitalEnergy_unbounded_below
-- 'OrbitalMinimization.orbitalEnergy_unbounded_below' depends on axioms: [propext, Classical.choice, Quot.sound]
```

## How the proof follows the derivation

`densityDefect` is $D$, and `densityDefect_transpose` proves its symmetry by transposing the factors and the inverse. `trace_eq_sum_expectation` writes $\operatorname{tr}(Y^{T}HY)$ as a sum over the columns of any matrix $Y$, by unfolding both sides to the same sums of entries.

The central lemma is `orbitalEnergy_eq`, the identity for the gap. Its step `hD` writes $D$ as $CRC^{T}$. Step `hq` is the formula for $RSR$: the rewrites expand the product and cancel $S^{-1}S$ and $SS^{-1}$, and `abel` collects the remaining terms. Step `hcyc` is the chain of traces. There `generalize` replaces $S^{-1}-1$ by a bare symbol `R`, and `Matrix.trace_mul_comm` is applied twice, first to bring the leading $C$ to the end and then to exchange $RK$ with $RS$.

The bound `exactEnergy_le_orbitalEnergy` applies the column sum to $Y=D$, uses symmetry to replace $D^{T}$ by $D$, and gets the sign from `Finset.sum_nonpos`. `linarith` combines this with the identity.

`orbitalEnergy_eq_of_orthonormal` substitutes $S=1$. For the converse in `orbitalEnergy_eq_iff`, `Finset.sum_eq_zero_iff_of_nonpos` turns the vanishing sum into vanishing terms. A nonzero entry of $D$ would give a nonzero column with strictly negative energy, which is a contradiction. Step `hSS` is the relation $S=S^2$, and the closing `calc` multiplies it by $S^{-1}$.

In `exists_orthonormal_energy_le`, the positivity of $S^{-1}$ comes from that of $C^{T}C$. The factor `B` is supplied by a general theorem on nonnegative elements of a C*-algebra, applied here to real matrices, for which the conjugate transpose is the transpose. `mul_eq_one_comm` passes from the left inverse to the right inverse, and the last `calc` identifies the energy of the new orbitals with $E[C]$.

`orbitalEnergy_smul` collects the powers of $t$. `orbitalEnergy_unbounded_below` uses $t=2+|M|/W$ as above; `positivity` shows that the quartic polynomial in $q$ is nonnegative, and `nlinarith` turns this into the inequality that is then multiplied by $W$.
